# Splitting a conserved, isotropic polarization tensor into longitudinal and transverse parts

## A wave along the z axis

A weak electromagnetic wave of frequency $w$ and wavevector $q=(0,0,k)$, with $w$ and $k$ nonzero, disturbs a uniform electron gas. To first order, the induced four-current is the polarization tensor $\Pi$ applied to the four-potential. Rotational symmetry about $q$, together with mirror symmetry, gives the current–current block $\mathrm{diag}(a,a,s)$, where $a$ is the response across the wave and $s$ the response along it.

Gauge invariance supplies the rest: a pure-gauge potential, proportional to the wave's four-vector, induces no current. In units with $c=1$ this reads $w\,\Pi^{\mu0}=k\,\Pi^{\mu3}$ for every $\mu$. Hence $\Pi^{10}=\Pi^{20}=0$ and $\Pi^{30}=ks/w$. If $\Pi$ is symmetric, the same relation expresses charge conservation, and the row $\mu=0$ then gives $\Pi^{00}=k^2s/w^2$. The ten independent entries of a symmetric tensor have come down to two numbers, $a$ and $s$.

## The two tensors for a general wavevector

Let $Q=(w,q)$, $g=\mathrm{diag}(1,-1,-1,-1)$, $q^2=q\cdot q$ and $Q^2=w^2-q^2$. Assume $q^2\neq0$ and $Q^2\neq0$, and write $N=qq^T/q^2$. The transverse tensor $P_T$ has spatial block $1-N$ and zeros elsewhere. The longitudinal one is
$$P_L=R-g-P_T,\qquad R=\frac{QQ^T}{Q^2}.$$
"Longitudinal" refers to the three-vector $q$: with respect to the four-vector $Q$, both tensors are transverse, as shown below.

**Products.** Since $N^2=N$, the spatial block of $P_TgP_T$ is $-(1-N)^2=-(1-N)$, so $P_TgP_T=-P_T$. Since $gQ=(w,-q)$ and $(1-N)q=0$, also $P_TgQ=0$.

From $Q^TgQ=Q^2$ follow $RgQ=Q$ and $RgR=R$. From $P_TgQ=0$ follows $P_TgR=0$, and transposing gives $RgP_T=0$. With $g^2=1$,
$$P_LgP_T=RgP_T-P_T-P_TgP_T=0-P_T+P_T=0,$$
$$P_LgP_L=R-R-0-R+g+P_T-0+P_T-P_T=-P_L,$$
$$P_LgQ=Q-Q-0=0.$$
Both tensors are symmetric, so transposing the first relation gives $P_TgP_L=0$ as well. Because of the minus sign in $PgP=-P$, the idempotent matrices are $-P_Tg$ and $-P_Lg$.

**Existence of the decomposition.** Now let $w\neq0$ as well, and let $\Pi$ be symmetric with $\Pi gQ=0$ and spatial block $a\,1+b\,qq^T$. For every $\mu$,
$$w\,\Pi^{\mu0}=\sum_j\Pi^{\mu j}q_j .$$
The spatial rows fix $\Pi^{i0}$, symmetry gives $\Pi^{0i}$, and the time row fixes $\Pi^{00}$. Two symmetric conserved tensors with the same spatial block are therefore equal.

The spatial block of $P_L$ is
$$\frac{qq^T}{Q^2}+1-(1-N)=\Big(\frac1{Q^2}+\frac1{q^2}\Big)qq^T=\frac{w^2}{Q^2q^2}\,qq^T,$$
so that of $A P_L+B P_T$ is
$$B\,1+\Big(\frac{A\,w^2}{Q^2q^2}-\frac{B}{q^2}\Big)qq^T.$$
It equals $a\,1+b\,qq^T$ for
$$A=\frac{Q^2(a+bq^2)}{w^2},\qquad B=a .$$

**Uniqueness.** The 00 entry of $P_L$ is $w^2/Q^2-1=q^2/Q^2\neq0$, while that of $P_T$ is zero, so $\Pi^{00}$ determines $A$. What remains is a multiple of $P_T$, whose trace is $3-1=2$, and this determines $B$.

## Summing the RPA series

In a random-phase calculation for the relativistic gas, take $q$ along $z$ and compute two scalar functions, $\Pi^{00}$ and $\Pi^{11}$. Then $A=Q^2\Pi^{00}/q^2$ and $B=\Pi^{11}$. If the bare photon propagator in Feynman gauge is written $d\,g$, with $d$ a scalar, the chain $\Pi+\Pi(dg)\Pi+\dots$ has no cross terms and sums formally to
$$\frac{A}{1+dA}\,P_L+\frac{B}{1+dB}\,P_T .$$
A $4\times4$ matrix problem has become two scalar ones. This separation is useful for the RPA correlation energy that enters relativistic local-density functionals, as long as the gas is homogeneous and isotropic.

## The statement in Lean

The index type `Idx` is `Unit ⊕ Fin 3`, one time index and three space indices, so tensors can be written in blocks. `metric` is $g$, `wave w q` is $Q$, `waveSq w q` is $Q^2$, and `transverse q` and `longitudinal w q` are $P_T$ and $P_L$. The expression `P *ᵥ (metric *ᵥ wave w q) = 0` is the condition $\Pi gQ=0$, which for a symmetric tensor is charge conservation, and `P.toBlocks₂₂` is the spatial block. The polarization tensor is called `P` in the last theorem.

All entries are complex, which admits damped response and imaginary frequencies. The product `q ⬝ᵥ q` contains no complex conjugation, so `q ⬝ᵥ q ≠ 0` is the condition $q\neq0$ for real wavevectors and a stronger one for complex ones.

`projector_algebra` states the product relations and the conservation of both tensors, and it does not require $w\neq0$. `polarization_decomposition` says that, for any numbers `A` and `B`, the equation $\Pi=AP_L+BP_T$ holds if and only if `A` and `B` have the values above. Existence and uniqueness are both contained in this equivalence.

The theorems concern a single pair $(w,q)$, with $a$ and $b$ given numbers. That the polarization tensor of an actual electron gas is symmetric, conserved and isotropic is assumed. Physically, conservation expresses gauge invariance, and the other two conditions describe a uniform gas without magnetization, a preferred direction or a handedness.

The static limit needs separate treatment. At $w=0$ the tensor $\mathrm{diag}(1,0,0,0)$ is conserved and has zero spatial block, so the spatial block no longer determines $\Pi^{00}$. The condition $Q^2\neq0$ also excludes a wave with the vacuum dispersion $w^2=q^2$, for which $P_L$ is not defined.

```lean
import Mathlib

open Matrix

namespace RelativisticElectronGas

noncomputable section

/-- Spacetime indices: one time index and three space indices. -/
abbrev Idx := Unit ⊕ Fin 3

/-- The Minkowski metric `diag(1,-1,-1,-1)`. -/
def metric : Matrix Idx Idx ℂ := fromBlocks 1 0 0 (-1)

/-- The four-vector with time component `w` and spatial part `q`. -/
def wave (w : ℂ) (q : Fin 3 → ℂ) : Idx → ℂ := Sum.elim (fun _ => w) q

/-- The invariant square `Q² = w² - q·q`. -/
def waveSq (w : ℂ) (q : Fin 3 → ℂ) : ℂ := w ^ 2 - q ⬝ᵥ q

/-- The transverse tensor, with spatial block `1 - qqᵀ/q²` and zeros elsewhere,
for `q·q ≠ 0`. -/
def transverse (q : Fin 3 → ℂ) : Matrix Idx Idx ℂ :=
  fromBlocks 0 0 0 (1 - (q ⬝ᵥ q)⁻¹ • vecMulVec q q)

/-- The longitudinal tensor `QQᵀ/Q² - g - PT`, for `q·q ≠ 0` and `Q² ≠ 0`. -/
def longitudinal (w : ℂ) (q : Fin 3 → ℂ) : Matrix Idx Idx ℂ :=
  (waveSq w q)⁻¹ • vecMulVec (wave w q) (wave w q) - metric - transverse q

/-- The dyad `u vᵀ` sends `x` to `(v·x) u`. -/
theorem dyad_mulVec {n : Type*} [Fintype n] (u v x : n → ℂ) :
    vecMulVec u v *ᵥ x = (v ⬝ᵥ x) • u := by
  ext i
  simp only [mulVec, dotProduct, vecMulVec_apply, Pi.smul_apply, smul_eq_mul, Finset.sum_mul]
  exact Finset.sum_congr rfl fun k _ => by ring

/-- The metric reverses the spatial part of a four-vector. -/
theorem metric_mulVec (w : ℂ) (q : Fin 3 → ℂ) : metric *ᵥ wave w q = wave w (-q) := by
  ext (⟨⟩ | i) <;> simp [metric, wave, fromBlocks_mulVec, neg_mulVec]

/-- For `q·q ≠ 0`, the transverse tensor is conserved: `PT g Q = 0`. -/
theorem transverse_conserved {q : Fin 3 → ℂ} (hq : q ⬝ᵥ q ≠ 0) (w : ℂ) :
    transverse q *ᵥ (metric *ᵥ wave w q) = 0 := by
  have hT : (1 - (q ⬝ᵥ q)⁻¹ • vecMulVec q q) *ᵥ q = 0 := by
    rw [sub_mulVec, one_mulVec, smul_mulVec, dyad_mulVec, smul_smul, inv_mul_cancel₀ hq,
      one_smul, sub_self]
  rw [metric_mulVec, transverse, wave, fromBlocks_mulVec]
  simp only [Sum.elim_comp_inl, Sum.elim_comp_inr, zero_mulVec, mulVec_neg, hT, neg_zero,
    add_zero]
  ext (⟨⟩ | i) <;> rfl

/-- The transverse and longitudinal tensors are symmetric. -/
theorem projectors_symm (w : ℂ) (q : Fin 3 → ℂ) :
    (transverse q)ᵀ = transverse q ∧ (longitudinal w q)ᵀ = longitudinal w q := by
  have h : ∀ {n : Type} (u : n → ℂ), (vecMulVec u u)ᵀ = vecMulVec u u := by
    intro n u
    ext i j
    exact mul_comm _ _
  have hT : (transverse q)ᵀ = transverse q := by
    simp only [transverse, fromBlocks_transpose, transpose_sub, transpose_one, transpose_smul,
      transpose_zero, h]
  have hg : metricᵀ = metric := by simp [metric, fromBlocks_transpose]
  exact ⟨hT, by simp only [longitudinal, transpose_sub, transpose_smul, h, hT, hg]⟩

/-- For `q·q ≠ 0` and `Q² ≠ 0`, both tensors satisfy `P g P = -P` and `P g Q = 0`, and
`PL g PT = 0`. -/
theorem projector_algebra {w : ℂ} {q : Fin 3 → ℂ} (hq : q ⬝ᵥ q ≠ 0) (hQ : waveSq w q ≠ 0) :
    transverse q * metric * transverse q = -transverse q ∧
    longitudinal w q * metric * longitudinal w q = -longitudinal w q ∧
    longitudinal w q * metric * transverse q = 0 ∧
    transverse q *ᵥ (metric *ᵥ wave w q) = 0 ∧
    longitudinal w q *ᵥ (metric *ᵥ wave w q) = 0 := by
  have mul_dyad : ∀ {n : Type} [Fintype n] (M : Matrix n n ℂ) (u v : n → ℂ),
      M * vecMulVec u v = vecMulVec (M *ᵥ u) v := by
    intro n _ M u v
    ext i j
    simp only [Matrix.mul_apply, vecMulVec_apply, mulVec, dotProduct, Finset.sum_mul, mul_assoc]
  have hTQ := transverse_conserved hq w
  have hTT : transverse q * metric * transverse q = -transverse q := by
    -- the spatial dyad N = qqᵀ/q² is idempotent
    have hN : ((q ⬝ᵥ q)⁻¹ • vecMulVec q q) * ((q ⬝ᵥ q)⁻¹ • vecMulVec q q)
        = (q ⬝ᵥ q)⁻¹ • vecMulVec q q := by
      rw [Matrix.mul_smul, mul_dyad, smul_mulVec, dyad_mulVec, smul_smul, inv_mul_cancel₀ hq,
        one_smul]
    unfold transverse metric
    generalize (q ⬝ᵥ q)⁻¹ • vecMulVec q q = N at hN ⊢
    have hT : (1 - N) * (-1) * (1 - N) = -(1 - N) := by
      simp only [mul_neg, mul_one, neg_mul, sub_mul, mul_sub, one_mul, hN]
      abel
    simp only [fromBlocks_multiply, fromBlocks_neg, Matrix.mul_zero, Matrix.zero_mul, add_zero,
      zero_add, neg_zero, hT]
  -- R = QQᵀ/Q² reproduces Q and is orthogonal to PT
  obtain ⟨R, hR⟩ : ∃ R, R = (waveSq w q)⁻¹ • vecMulVec (wave w q) (wave w q) := ⟨_, rfl⟩
  have hL : longitudinal w q = R - metric - transverse q := by rw [hR, longitudinal]
  have hRQ : R *ᵥ (metric *ᵥ wave w q) = wave w q := by
    have hd : wave w q ⬝ᵥ (metric *ᵥ wave w q) = waveSq w q := by
      rw [metric_mulVec]
      simp only [wave, dotProduct, waveSq, Fintype.sum_sum_type, Sum.elim_inl, Sum.elim_inr,
        Pi.neg_apply, Fin.sum_univ_three, Finset.univ_unique, Finset.sum_singleton]
      ring
    rw [hR, smul_mulVec, dyad_mulVec, hd, smul_smul, inv_mul_cancel₀ hQ, one_smul]
  have hMR : ∀ M : Matrix Idx Idx ℂ,
      M * R = (waveSq w q)⁻¹ • vecMulVec (M *ᵥ wave w q) (wave w q) := by
    intro M
    rw [hR, Matrix.mul_smul, mul_dyad]
  have hRR : R * metric * R = R := by rw [hMR, ← mulVec_mulVec, hRQ, ← hR]
  have hTR : transverse q * metric * R = 0 := by
    rw [hMR, ← mulVec_mulVec, hTQ]
    ext i j
    simp
  have hRT : R * metric * transverse q = 0 := by
    have hg : metricᵀ = metric := by simp [metric, fromBlocks_transpose]
    have hs : Rᵀ = R := by
      rw [hR]
      ext i j
      exact congrArg ((waveSq w q)⁻¹ * ·) (mul_comm _ _)
    have h := congrArg Matrix.transpose hTR
    rwa [transpose_mul, transpose_mul, (projectors_symm w q).1, hs, hg, transpose_zero,
      ← Matrix.mul_assoc] at h
  have hGG : metric * metric = 1 := by simp [metric, fromBlocks_multiply]
  have hGQ : metric *ᵥ (metric *ᵥ wave w q) = wave w q := by
    rw [metric_mulVec, metric_mulVec, neg_neg]
  refine ⟨hTT, ?_, ?_, hTQ, ?_⟩
  · rw [hL]
    linear_combination (norm := noncomm_ring) hRR - R * hGG - hRT - hGG * R + hGG * metric
      + hGG * transverse q - hTR + transverse q * hGG + hTT
  · rw [hL]
    linear_combination (norm := noncomm_ring) hRT - hGG * transverse q - hTT
  · rw [hL, sub_mulVec, sub_mulVec, hRQ, hGQ, hTQ, sub_self, sub_zero]

/-- For `w ≠ 0`, two symmetric tensors with `P g Q = 0` and `R g Q = 0` that share the same
spatial block are equal. -/
theorem eq_of_spatial_block {w : ℂ} {q : Fin 3 → ℂ} (hw : w ≠ 0) {P R : Matrix Idx Idx ℂ}
    (hP : Pᵀ = P) (hR : Rᵀ = R) (cP : P *ᵥ (metric *ᵥ wave w q) = 0)
    (cR : R *ᵥ (metric *ᵥ wave w q) = 0) (h : P.toBlocks₂₂ = R.toBlocks₂₂) : P = R := by
  have cons : ∀ M : Matrix Idx Idx ℂ, M *ᵥ (metric *ᵥ wave w q) = 0 →
      ∀ i, M i (Sum.inl ()) * w - ∑ k, M i (Sum.inr k) * q k = 0 := by
    intro M hM i
    have h := congrFun hM i
    rw [metric_mulVec] at h
    simpa [mulVec, dotProduct, wave, Fintype.sum_sum_type, sub_eq_add_neg] using h
  -- in each row, conservation fixes the time entry from the space entries
  have step : ∀ i, (∀ k, P i (Sum.inr k) = R i (Sum.inr k)) →
      P i (Sum.inl ()) = R i (Sum.inl ()) := by
    intro i hi
    have e : ∑ k, P i (Sum.inr k) * q k = ∑ k, R i (Sum.inr k) * q k :=
      Finset.sum_congr rfl fun k _ => by rw [hi k]
    apply mul_right_cancel₀ hw
    linear_combination cons P cP i - cons R cR i + e
  have hs : ∀ i j, P (Sum.inr i) (Sum.inr j) = R (Sum.inr i) (Sum.inr j) :=
    fun i j => congrFun (congrFun h i) j
  have hcol := fun i => step (Sum.inr i) (hs i)
  have hrow : ∀ j, P (Sum.inl ()) (Sum.inr j) = R (Sum.inl ()) (Sum.inr j) := fun j =>
    (congrFun (congrFun hP (Sum.inr j)) (Sum.inl ())).trans
      ((hcol j).trans (congrFun (congrFun hR (Sum.inr j)) (Sum.inl ())).symm)
  ext (⟨⟩ | i) (⟨⟩ | j)
  exacts [step _ hrow, hrow j, hcol i, hs i j]

/-- Let `w`, `q·q` and `Q²` be nonzero, and let `P` be symmetric with `P g Q = 0` and spatial
block `a + b qqᵀ`. Then `P = A PL + B PT` exactly when `A = Q²(a + b q²)/w²` and `B = a`. -/
theorem polarization_decomposition {w a b : ℂ} {q : Fin 3 → ℂ} (hw : w ≠ 0)
    (hq : q ⬝ᵥ q ≠ 0) (hQ : waveSq w q ≠ 0) {P : Matrix Idx Idx ℂ} (hsym : Pᵀ = P)
    (hcons : P *ᵥ (metric *ᵥ wave w q) = 0)
    (hP : P.toBlocks₂₂ = a • (1 : Matrix (Fin 3) (Fin 3) ℂ) + b • vecMulVec q q) (A B : ℂ) :
    P = A • longitudinal w q + B • transverse q ↔
      A = waveSq w q * (a + b * (q ⬝ᵥ q)) / w ^ 2 ∧ B = a := by
  have hdec : P = (waveSq w q * (a + b * (q ⬝ᵥ q)) / w ^ 2) • longitudinal w q
      + a • transverse q := by
    obtain ⟨-, -, -, cT, cL⟩ := projector_algebra hq hQ
    refine eq_of_spatial_block hw hsym ?_ hcons ?_ ?_
    · simp only [transpose_add, transpose_smul, (projectors_symm w q).1, (projectors_symm w q).2]
    · rw [add_mulVec, smul_mulVec, smul_mulVec, cL, cT, smul_zero, smul_zero, add_zero]
    · have k : (waveSq w q)⁻¹ + (q ⬝ᵥ q)⁻¹ = (waveSq w q * (q ⬝ᵥ q))⁻¹ * w ^ 2 := by
        field_simp
        unfold waveSq
        ring
      have hd : ∀ t, waveSq w q * t / w ^ 2 * ((waveSq w q)⁻¹ + (q ⬝ᵥ q)⁻¹)
          = t * (q ⬝ᵥ q)⁻¹ := by
        intro t
        rw [k]
        field_simp
      have hd := hd (a + b * (q ⬝ᵥ q))
      generalize waveSq w q * (a + b * (q ⬝ᵥ q)) / w ^ 2 = C at hd ⊢
      rw [hP]
      ext i j
      simp only [toBlocks₂₂, of_apply, longitudinal, transverse, metric, wave, Matrix.add_apply,
        Matrix.sub_apply, Matrix.smul_apply, Matrix.neg_apply, vecMulVec_apply,
        fromBlocks_apply₂₂, Sum.elim_inr, smul_eq_mul]
      linear_combination -(q i * q j) * hd - b * (q i * q j) * inv_mul_cancel₀ hq
  refine ⟨fun hAB => ?_, fun ⟨hA, hB⟩ => by rw [hA, hB]; exact hdec⟩
  have e := hAB.symm.trans hdec
  -- the 00 entry determines A
  have hA : A = waveSq w q * (a + b * (q ⬝ᵥ q)) / w ^ 2 := by
    have h := congrFun (congrFun e (Sum.inl ())) (Sum.inl ())
    have hK : waveSq w q = w ^ 2 - q ⬝ᵥ q := rfl
    have k : (waveSq w q)⁻¹ * (w * w) - 1 = (waveSq w q)⁻¹ * (q ⬝ᵥ q) := by
      linear_combination inv_mul_cancel₀ hQ - (waveSq w q)⁻¹ * hK
    simp only [longitudinal, transverse, metric, wave, Matrix.add_apply, Matrix.sub_apply,
      Matrix.smul_apply, vecMulVec_apply, fromBlocks_apply₁₁, Sum.elim_inl, smul_eq_mul,
      Matrix.zero_apply, Matrix.one_apply_eq, mul_zero, add_zero, sub_zero, k] at h
    exact mul_right_cancel₀ (mul_ne_zero (inv_ne_zero hQ) hq) h
  -- the trace of the transverse part determines B
  have tr : (transverse q).trace = 2 := by
    have hv : q ⬝ᵥ q = q 0 * q 0 + q 1 * q 1 + q 2 * q 2 := by
      simp only [dotProduct, Fin.sum_univ_three]
    simp only [Matrix.trace, diag_apply, Fintype.sum_sum_type, transverse, fromBlocks_apply₁₁,
      fromBlocks_apply₂₂, Matrix.zero_apply, Finset.sum_const_zero, zero_add, Matrix.sub_apply,
      Matrix.smul_apply, Matrix.one_apply_eq, vecMulVec_apply, smul_eq_mul, Fin.sum_univ_three]
    linear_combination (q ⬝ᵥ q)⁻¹ * hv - inv_mul_cancel₀ hq
  refine ⟨hA, ?_⟩
  rw [hA] at e
  have h := congrArg Matrix.trace (add_left_cancel e)
  rw [trace_smul, trace_smul, tr, smul_eq_mul, smul_eq_mul] at h
  exact mul_right_cancel₀ two_ne_zero h

end

end RelativisticElectronGas
```

```lean
#print axioms RelativisticElectronGas.transverse_conserved
#print axioms RelativisticElectronGas.polarization_decomposition
```

```
'RelativisticElectronGas.transverse_conserved' depends on axioms: [propext, Classical.choice, Quot.sound]
'RelativisticElectronGas.polarization_decomposition' depends on axioms: [propext, Classical.choice, Quot.sound]
```

## From conservation to the coefficients

**Preparatory lemmas.** `dyad_mulVec` is the rule $(uv^T)x=(v\cdot x)u$, and `metric_mulVec` says that $g$ reverses the spatial part of $Q$. Together they give `transverse_conserved`, where the local fact `hT` is $(1-N)q=0$. `projectors_symm` records that both tensors are symmetric.

**The products.** In `projector_algebra`, `hN` is $N^2=N$. The proof then replaces the explicit dyad by a letter `N`, so that $(1-N)(-1)(1-N)=-(1-N)$ becomes a short matrix calculation. The facts `hRQ`, `hRR`, `hTR` and `hRT` are the relations for $R$ derived above, the last obtained by transposition. The two products containing $P_L$ are closed by `linear_combination` with `noncomm_ring`, which expands them without commuting matrices. The listed terms, such as `hRR - R * hGG`, specify which known relation is substituted into which part of the expansion.

**Reconstruction from the spatial block.** `eq_of_spatial_block` compares two conserved tensors, here called `P` and `R`; this `R` is arbitrary and unrelated to $QQ^T/Q^2$. The fact `cons` is the conservation law written out for one row. `step` says that equal space entries in a row force equal time entries, and it cancels the factor $w$ to do so. It is applied first to the spatial rows and then, after symmetry has supplied `hrow`, to the time row.

**The coefficients.** In `polarization_decomposition`, `hdec` is the decomposition with the explicit values. It invokes `eq_of_spatial_block`, which leaves symmetry, conservation and the spatial blocks to check. The identity `k` in that part is $1/Q^2+1/q^2=w^2/(Q^2q^2)$, and `hd` uses it to match the coefficients of $qq^T$.

For uniqueness, the proof sets an arbitrary decomposition equal to `hdec`. The 00 entry gives `hA` after cancelling $q^2/Q^2$. The longitudinal terms then cancel, and taking the trace, with `tr` supplying the value 2, leaves $B=a$.
